# The energy-minimising damping step along a Hartree–Fock descent direction

## One electron, two sites

Put one electron on the first of two uncoupled sites, both with zero one-electron energy, and let the mean field be equal to $U>0$ times each site's population. There is no exchange term in this toy model, so the electron also repels itself. The empty site now looks cheaper, and an undamped self-consistent field (SCF) iteration moves the electron there. The field then reverses, and the electron moves back, forever.

Move only a fraction $t$ of the charge:

$$E(t)=\tfrac U2\left[(1-t)^2+t^2\right]=\tfrac U2-Ut+Ut^2 .$$

The full move gains nothing, but $t=\tfrac12$ halves the energy. The damping step derived below is the fraction that minimises the energy; damping with a fixed, preset fraction need not find it.

## The step and what it guarantees

Let $D$ be a real symmetric density matrix in a finite basis, $h$ the one-electron matrix and $G$ the linear mean-field map. The energy and Fock matrix are

$$E(D)=\mathrm{tr}(hD)+\tfrac12\mathrm{tr}(D\,G(D)),\qquad F(D)=h+G(D).$$

For a symmetric direction $Q$, define $a=\mathrm{tr}(Q\,F(D))$ and $c=\mathrm{tr}(Q\,G(Q))$. If $a<0$, set $s=1$ when $c\le -a$ and $s=-a/c$ otherwise. Then $s\in(0,1]$ is the unique minimiser of $E(D+tQ)$ on $[0,1]$, and the energy falls by at least $-as/2$.

In Lean, these quantities are `energy`, `fock`, `slope`, `curvature` and `optimalStep`, and `optimal_damping` states the result. Its hypothesis `TraceSelfAdjoint G` says that $\mathrm{tr}(X\,G(Y))=\mathrm{tr}(Y\,G(X))$ for symmetric $X,Y$: the interaction of one density with another's field is mutual. Coulomb and exchange terms with real orbitals have this property.

Nothing requires $D$ to be idempotent or to have a fixed electron number. Damping generally produces fractional occupations, as the two-site example shows. For SCF practice, the theorem supplies an exact line search for this quadratic energy; a general Kohn–Sham functional is not quadratic.

## Deriving the step from a parabola

Expanding the energy gives cross terms $\tfrac t2[\mathrm{tr}(D\,G(Q))+\mathrm{tr}(Q\,G(D))]$. Self-adjointness makes them $t\,\mathrm{tr}(Q\,G(D))$, so

$$E(D+tQ)=E(D)+ta+\tfrac{t^2}{2}c .$$

If $c>-a$, then $c>0$ and $sc=-a$, hence $0<s<1$. Completing the square gives

$$E(D+tQ)-E(D+sQ)=\tfrac c2(t-s)^2,$$

which is positive for $t\ne s$. The drop is $-sa-\tfrac{s^2c}{2}=-\tfrac{as}{2}$.

If $c\le-a$, then $s=1$ and

$$E(D+tQ)-E(D+Q)=\tfrac12(1-t)(1+t)(-a-c)+\tfrac12(-a)(1-t)^2,$$

which is positive for $0\le t<1$. The drop is $-a-\tfrac c2\ge-\tfrac a2$. Over both cases, the bound is attained exactly when $c\ge-a$.

## A full step in numbers

Now raise the one-electron energy of the first site in the two-site model: take $U=1$, $h=\mathrm{diag}(3,0)$, $D=\mathrm{diag}(1,0)$ and $Q=\mathrm{diag}(-1,1)$. Then $a=-4$ and $c=2$, so $s=1$. The energy falls from $3.5$ to $0.5$: a drop of $3$, against a guaranteed $2$.

## Repeating the step

Let $D_k$ move by the damping step towards a symmetric trial density $P_k$, with slope $a_k\le0$, curvature $c_k\le C$ and step $s_k$. Put $e_k=2[E(D_k)-E(D_{k+1})]$, so $e_k\ge-a_ks_k\ge0$. A full step gives $a_k^2\le e_k^2$; otherwise $a_k^2=c_k(-a_ks_k)\le|C|e_k$. In either case

$$a_k^2\le e_k^2+|C|e_k .$$

If the energies are bounded below, they converge, so $e_k\to0$ and $a_k\to0$. Both bounds hold when all the densities $D_k$ and $P_k$ have occupations between 0 and 1 in a finite orthonormal basis. The conclusion concerns the slopes; it does not say that the densities converge or that a limit is the ground state.

## The Lean file

```lean
import Mathlib

open Matrix Filter Topology

namespace OptimalDamping

noncomputable section

variable {n : Type*} [Fintype n]

/-- The mean-field map `G` is self-adjoint for the trace product on real symmetric matrices. -/
def TraceSelfAdjoint (G : Matrix n n ℝ →ₗ[ℝ] Matrix n n ℝ) : Prop :=
  ∀ X Y : Matrix n n ℝ, X.IsSymm → Y.IsSymm → trace (X * G Y) = trace (Y * G X)

/-- The Hartree-Fock energy `E(D) = tr(hD) + (1/2) tr(D G(D))`. -/
def energy (h : Matrix n n ℝ) (G : Matrix n n ℝ →ₗ[ℝ] Matrix n n ℝ) (D : Matrix n n ℝ) : ℝ :=
  trace (h * D) + 1 / 2 * trace (D * G D)

/-- The Fock matrix `F(D) = h + G(D)`. -/
def fock (h : Matrix n n ℝ) (G : Matrix n n ℝ →ₗ[ℝ] Matrix n n ℝ) (D : Matrix n n ℝ) :
    Matrix n n ℝ :=
  h + G D

/-- The number `a = tr(Q F(D))` for a density `D` and a direction `Q`. -/
def slope (h : Matrix n n ℝ) (G : Matrix n n ℝ →ₗ[ℝ] Matrix n n ℝ) (D Q : Matrix n n ℝ) : ℝ :=
  trace (Q * fock h G D)

/-- The number `c = tr(Q G(Q))` for a direction `Q`. -/
def curvature (G : Matrix n n ℝ →ₗ[ℝ] Matrix n n ℝ) (Q : Matrix n n ℝ) : ℝ :=
  trace (Q * G Q)

/-- The damping step for slope `a ≤ 0` and curvature `c`: the full step `1` if `c ≤ -a`,
and `-a/c` otherwise. -/
def optimalStep (a c : ℝ) : ℝ :=
  if c ≤ -a then 1 else -a / c

/-- Along a symmetric direction `Q` from a symmetric density `D`, the energy is the parabola
`E(D) + t a + t² c / 2`, for trace-self-adjoint `G`. -/
theorem energy_line (h : Matrix n n ℝ) {G : Matrix n n ℝ →ₗ[ℝ] Matrix n n ℝ}
    (hG : TraceSelfAdjoint G) {D Q : Matrix n n ℝ} (hD : D.IsSymm) (hQ : Q.IsSymm) (t : ℝ) :
    energy h G (D + t • Q) =
      energy h G D + t * slope h G D Q + t ^ 2 / 2 * curvature G Q := by
  have h1 := hG D Q hD hQ
  have h2 := trace_mul_comm h Q
  simp only [energy, slope, curvature, fock, map_add, map_smul, Matrix.mul_add, Matrix.add_mul,
    Matrix.smul_mul, Matrix.mul_smul, trace_add, trace_smul, smul_eq_mul]
  linear_combination t / 2 * h1 + t * h2

/-- For slope `a ≤ 0`, the damping step `s` is either the full step, with `c ≤ -a`, or it
solves the stationarity condition `s c = -a`, with `c > -a`. -/
theorem optimalStep_cases {a : ℝ} (c : ℝ) (ha : a ≤ 0) :
    (c ≤ -a ∧ optimalStep a c = 1) ∨ (-a < c ∧ optimalStep a c * c = -a) := by
  by_cases hc : c ≤ -a
  · exact Or.inl ⟨hc, if_pos hc⟩
  · have hlt : -a < c := lt_of_not_ge hc
    have hpos : 0 < c := by linarith
    refine Or.inr ⟨hlt, ?_⟩
    rw [optimalStep, if_neg hc]
    exact div_mul_cancel₀ _ hpos.ne'

/-- For slope `a ≤ 0`, the damping step lowers the energy by at least `-a s / 2`, for symmetric
`D` and `Q` and trace-self-adjoint `G`. -/
theorem energy_decrease (h : Matrix n n ℝ) {G : Matrix n n ℝ →ₗ[ℝ] Matrix n n ℝ}
    (hG : TraceSelfAdjoint G) {D Q : Matrix n n ℝ} (hD : D.IsSymm) (hQ : Q.IsSymm)
    (ha : slope h G D Q ≤ 0) {s : ℝ} (hs : s = optimalStep (slope h G D Q) (curvature G Q)) :
    -(slope h G D Q) * s / 2 ≤ energy h G D - energy h G (D + s • Q) := by
  rw [energy_line h hG hD hQ]
  rcases optimalStep_cases (curvature G Q) ha with ⟨hc, h1⟩ | ⟨_, h1⟩
  · rw [← hs] at h1
    subst h1
    linarith
  · rw [← hs] at h1
    apply le_of_eq
    linear_combination s / 2 * h1

/-- **Optimal damping.** Let `D` and `Q` be symmetric, `G` trace-self-adjoint and `a < 0`. Then
the damping step `s` lies in `(0,1]`, is the unique minimiser of `E(D + tQ)` for `t` in `[0,1]`,
and lowers the energy by at least `-a s / 2`. -/
theorem optimal_damping (h : Matrix n n ℝ) {G : Matrix n n ℝ →ₗ[ℝ] Matrix n n ℝ}
    (hG : TraceSelfAdjoint G) {D Q : Matrix n n ℝ} (hD : D.IsSymm) (hQ : Q.IsSymm)
    (ha : slope h G D Q < 0) {s : ℝ} (hs : s = optimalStep (slope h G D Q) (curvature G Q)) :
    s ∈ Set.Ioc (0 : ℝ) 1 ∧
    (∀ t ∈ Set.Icc (0 : ℝ) 1, t ≠ s → energy h G (D + s • Q) < energy h G (D + t • Q)) ∧
    -(slope h G D Q) * s / 2 ≤ energy h G D - energy h G (D + s • Q) := by
  refine ⟨?_, ?_, energy_decrease h hG hD hQ ha.le hs⟩
  · rcases optimalStep_cases (curvature G Q) ha.le with ⟨_, h1⟩ | ⟨hc, h1⟩
    · rw [hs, h1]
      norm_num
    · rw [← hs] at h1
      constructor
      · by_contra hn
        nlinarith
      · by_contra hn
        nlinarith
  · intro t ht hne
    rw [energy_line h hG hD hQ, energy_line h hG hD hQ]
    generalize slope h G D Q = a at *
    generalize curvature G Q = c at *
    rcases optimalStep_cases c ha.le with ⟨hc, h1⟩ | ⟨hc, h1⟩
    · -- full step: the parabola descends all the way along the segment
      rw [← hs] at h1
      subst h1
      have ht1 : 0 < 1 - t := sub_pos.mpr (lt_of_le_of_ne ht.2 hne)
      have ht0 : 0 ≤ 1 + t := by linarith [ht.1]
      have p1 : 0 ≤ (1 - t) * (1 + t) * (-a - c) :=
        mul_nonneg (mul_nonneg ht1.le ht0) (by linarith)
      have p2 : 0 < -a * (1 - t) ^ 2 := mul_pos (by linarith) (pow_pos ht1 2)
      nlinarith
    · -- interior step: complete the square
      rw [← hs] at h1
      have key : (t * a + t ^ 2 / 2 * c) - (s * a + s ^ 2 / 2 * c) = c / 2 * (t - s) ^ 2 := by
        linear_combination (t - s) * h1
      have hsq : 0 < (t - s) ^ 2 := pow_pos (abs_pos.mpr (sub_ne_zero.mpr hne)) 2 |>.trans_eq
        (sq_abs _)
      have p : 0 < c / 2 * (t - s) ^ 2 := mul_pos (by linarith) hsq
      linarith

/-- For symmetric `D` and `Q`, trace-self-adjoint `G` and slope `a ≤ 0`, the damping step `s` lowers
the energy by exactly `-a s / 2` if and only if the curvature `c` satisfies `c ≥ -a`. -/
theorem energy_decrease_eq_iff (h : Matrix n n ℝ) {G : Matrix n n ℝ →ₗ[ℝ] Matrix n n ℝ}
    (hG : TraceSelfAdjoint G) {D Q : Matrix n n ℝ} (hD : D.IsSymm) (hQ : Q.IsSymm)
    (ha : slope h G D Q ≤ 0) {s : ℝ} (hs : s = optimalStep (slope h G D Q) (curvature G Q)) :
    energy h G D - energy h G (D + s • Q) = -(slope h G D Q) * s / 2 ↔
      -(slope h G D Q) ≤ curvature G Q := by
  rw [energy_line h hG hD hQ]
  rcases optimalStep_cases (curvature G Q) ha with ⟨hc, h1⟩ | ⟨hc, h1⟩
  · rw [← hs] at h1
    subst h1
    constructor <;> intro _ <;> linarith
  · rw [← hs] at h1
    refine ⟨fun _ => hc.le, fun _ => ?_⟩
    linear_combination -(s / 2) * h1

/-- **Vanishing slopes in the damped iteration.** Each density `D k` moves by the damping step
towards a symmetric trial density `P k` with slope `≤ 0`, from a symmetric start and with
trace-self-adjoint `G`. If the energies are bounded below and the curvatures bounded above, the
slopes tend to zero. -/
theorem slope_tendsto_zero (h : Matrix n n ℝ) {G : Matrix n n ℝ →ₗ[ℝ] Matrix n n ℝ}
    (hG : TraceSelfAdjoint G) (D P : ℕ → Matrix n n ℝ) (hD : (D 0).IsSymm)
    (hP : ∀ k, (P k).IsSymm) (ha : ∀ k, slope h G (D k) (P k - D k) ≤ 0)
    (hstep : ∀ k, D (k + 1) = D k +
      optimalStep (slope h G (D k) (P k - D k)) (curvature G (P k - D k)) • (P k - D k))
    {B C : ℝ} (hB : ∀ k, B ≤ energy h G (D k)) (hC : ∀ k, curvature G (P k - D k) ≤ C) :
    Tendsto (fun k => slope h G (D k) (P k - D k)) atTop (𝓝 0) := by
  have hsym : ∀ k, (D k).IsSymm := by
    intro k
    induction k with
    | zero => exact hD
    | succ k ih =>
      rw [hstep k]
      exact ih.add (((hP k).sub ih).smul _)
  -- the squared slope is controlled by twice the energy drop
  have bound : ∀ k, 0 ≤ 2 * (energy h G (D k) - energy h G (D (k + 1))) ∧
      slope h G (D k) (P k - D k) ^ 2 ≤
        (2 * (energy h G (D k) - energy h G (D (k + 1)))) ^ 2 +
          |C| * (2 * (energy h G (D k) - energy h G (D (k + 1)))) := by
    intro k
    have hd := energy_decrease h hG (hsym k) ((hP k).sub (hsym k)) (ha k) rfl
    rw [← hstep k] at hd
    have hak := ha k
    have hCk := (hC k).trans (le_abs_self C)
    have hC0 := abs_nonneg C
    generalize energy h G (D k) - energy h G (D (k + 1)) = e at *
    generalize slope h G (D k) (P k - D k) = a at *
    generalize curvature G (P k - D k) = c at *
    rcases optimalStep_cases c hak with ⟨_, h1⟩ | ⟨hc, h1⟩
    · rw [h1] at hd
      have he : 0 ≤ 2 * e := by linarith
      have hp := mul_nonneg hC0 he
      exact ⟨he, by nlinarith⟩
    · generalize optimalStep a c = s at *
      have hc0 : 0 < c := by linarith
      have hs0 : 0 ≤ s := by
        by_contra hn
        nlinarith
      have hd0 : 0 ≤ -a * s := mul_nonneg (by linarith) hs0
      have he : 0 ≤ 2 * e := by linarith
      have hsq : a ^ 2 = c * (-a * s) := by linear_combination a * h1
      have h2 : c * (-a * s) ≤ |C| * (2 * e) :=
        mul_le_mul hCk (by linarith) hd0 hC0
      exact ⟨he, by nlinarith [sq_nonneg (2 * e)]⟩
  -- a decreasing energy that is bounded below converges, so its drops vanish
  have hanti : Antitone (fun k => energy h G (D k)) :=
    antitone_nat_of_succ_le fun k => by linarith [(bound k).1]
  have hbdd : BddBelow (Set.range fun k => energy h G (D k)) :=
    ⟨B, by rintro _ ⟨k, rfl⟩; exact hB k⟩
  have hlim := tendsto_atTop_ciInf hanti hbdd
  have hdrop : Tendsto (fun k => 2 * (energy h G (D k) - energy h G (D (k + 1))))
      atTop (𝓝 0) := by
    simpa using (hlim.sub (hlim.comp (tendsto_add_atTop_nat 1))).const_mul 2
  have hroot : Tendsto (fun k => √((2 * (energy h G (D k) - energy h G (D (k + 1)))) ^ 2 +
      |C| * (2 * (energy h G (D k) - energy h G (D (k + 1)))))) atTop (𝓝 0) := by
    simpa using ((hdrop.pow 2).add (hdrop.const_mul |C|)).sqrt
  exact squeeze_zero_norm (fun k => Real.abs_le_sqrt (bound k).2) hroot

/-- The on-site mean field on two sites: a diagonal potential `U` times the site populations. -/
def onSiteField (U : ℝ) : Matrix (Fin 2) (Fin 2) ℝ →ₗ[ℝ] Matrix (Fin 2) (Fin 2) ℝ where
  toFun X := !![U * X 0 0, 0; 0, U * X 1 1]
  map_add' X Y := by
    ext i j
    fin_cases i <;> fin_cases j <;> simp [mul_add]
  map_smul' r X := by
    ext i j
    fin_cases i <;> fin_cases j <;> simp [mul_left_comm]

/-- The on-site field with `U > 0` is trace-self-adjoint. With `h = 0`, moving one electron from
the first site to the second has slope `-U` and damping step `1/2`. -/
theorem onSiteField_witness {U : ℝ} (hU : 0 < U) :
    TraceSelfAdjoint (onSiteField U) ∧
    slope 0 (onSiteField U) !![1, 0; 0, 0] !![-1, 0; 0, 1] = -U ∧
    optimalStep (slope 0 (onSiteField U) !![1, 0; 0, 0] !![-1, 0; 0, 1])
      (curvature (onSiteField U) !![-1, 0; 0, 1]) = 1 / 2 := by
  have h1 : slope 0 (onSiteField U) !![1, 0; 0, 0] !![-1, 0; 0, 1] = -U := by
    simp [slope, fock, onSiteField, trace_fin_two]
  have h2 : curvature (onSiteField U) !![-1, 0; 0, 1] = U + U := by
    simp [curvature, onSiteField, trace_fin_two]
  refine ⟨?_, h1, ?_⟩
  · intro X Y _ _
    have key : ∀ A B : Matrix (Fin 2) (Fin 2) ℝ,
        trace (A * onSiteField U B) = A 0 0 * (U * B 0 0) + A 1 1 * (U * B 1 1) := by
      intro A B
      simp [onSiteField, trace_fin_two, Matrix.mul_apply, Fin.sum_univ_succ]
    rw [key, key]
    ring
  · rw [h1, h2, optimalStep, if_neg (by linarith), neg_neg,
      div_eq_div_iff (by linarith) (by norm_num)]
    ring

end

end OptimalDamping
```

```lean
#print axioms OptimalDamping.optimal_damping
#print axioms OptimalDamping.energy_decrease_eq_iff
#print axioms OptimalDamping.slope_tendsto_zero
```

```
'OptimalDamping.optimal_damping' depends on axioms: [propext, Classical.choice, Quot.sound]
'OptimalDamping.energy_decrease_eq_iff' depends on axioms: [propext, Classical.choice, Quot.sound]
'OptimalDamping.slope_tendsto_zero' depends on axioms: [propext, Classical.choice, Quot.sound]
```

## From the parabola to the limit

`energy_line` proves the expansion, and `optimalStep_cases` replaces the definition of the step by the two cases above. `energy_decrease` and `energy_decrease_eq_iff` insert them into the parabola. In `optimal_damping`, `p1` and `p2` are twice the two full-step terms, while `key` is the completed square.

`slope_tendsto_zero` first shows by induction that every $D_k$ is symmetric. Its `bound` is the estimate for $a_k^2$; `tendsto_atTop_ciInf` gives convergence of the energies, and `squeeze_zero_norm` carries the limit to the slopes. `onSiteField_witness` checks the opening example's slope $-U$ and step $\tfrac12$.

## How `linear_combination` uses stationarity

The tactic proves an equation by subtracting a stated multiple of known equations and checking the remaining polynomial identity. For `key`, the known equation `h1` is $sc=-a$. The two sides of the completed square differ by $(t-s)(sc+a)$, so `linear_combination (t - s) * h1` closes the goal. The division in $s=-a/c$ has already disappeared.
